# Linear interpolation gives the exact diabatic hopping barrier for two harmonic polaron surfaces with the same force constants

Let two polaron geometries $a$ and $b$ be the minima of two harmonic energy surfaces, both with minimum value zero and with the same positive definite force-constant matrix $K$. The lowest energy at which a geometry can lie on or above both surfaces is $(a-b)\cdot K(a-b)/8$, and only the midpoint $(a+b)/2$ attains it. Every continuous path from $a$ to $b$ reaches at least this energy on the lower surface, and the straight path never exceeds it.

## Two diabatic surfaces

A small polaron is a carrier trapped by the lattice distortion that it causes. With the carrier on the first site the lattice relaxes to $a$, and with the carrier on the second site to $b$. At a general geometry $x$ the two energies are

$$E_a(x)=\tfrac12 (x-a)\cdot K(x-a),\qquad E_b(x)=\tfrac12 (x-b)\cdot K(x-b).$$

Write $d=b-a$. The reorganization energy is $L=E_a(b)=E_b(a)=\tfrac12\,d\cdot Kd$, so the barrier above is $L/4$. For inequivalent sites the second surface becomes $E_b+\Delta$, where $\Delta$ is the energy of the relaxed second site relative to the first.

In supercell calculations of polaron hopping, this justifies taking the barrier from the interpolated geometries without a path search, as long as the surfaces are harmonic, share one $K$ and are not electronically coupled.

## The barrier from a weighted mean

For $0\le t\le1$ let $x_t=(1-t)a+tb$. Since $x_t-a=td$ and $x_t-b=-(1-t)d$,

$$E_a(x_t)=t^2L,\qquad E_b(x_t)=(1-t)^2L.$$

For any $x$ put $y=x-x_t$. Then $x-a=y+td$ and $x-b=y-(1-t)d$, and because $K$ is symmetric,

$$E_a(x)=\tfrac12 y\cdot Ky+t\,y\cdot Kd+t^2L,$$
$$E_b(x)=\tfrac12 y\cdot Ky-(1-t)\,y\cdot Kd+(1-t)^2L.$$

In the mean with weights $1-t$ and $t$ the terms linear in $y$ cancel. The constants add up to $(1-t)t^2L+t(1-t)^2L=t(1-t)L$, so

$$(1-t)E_a(x)+tE_b(x)=\tfrac12 y\cdot Ky+t(1-t)L.$$

Now shift the second surface by $(2t-1)L$. The mean gains $t(2t-1)L$, and its constant becomes $t^2L$. A maximum is at least any weighted mean, hence

$$\max\bigl(E_a(x),\,E_b(x)+(2t-1)L\bigr)\ \ge\ \tfrac12 y\cdot Ky+t^2L\ \ge\ t^2L.$$

Equality forces $y\cdot Ky=0$, so $x=x_t$. Conversely, at $x_t$ both energies equal $t^2L$, because $(1-t)^2+2t-1=t^2$.

For equivalent sites $t=\tfrac12$, and the barrier is $L/4$. For an offset with $|\Delta|<L$, solving $(2t-1)L=\Delta$ gives $t=(L+\Delta)/(2L)$, which lies between 0 and 1, and the barrier is the Marcus expression $t^2L=(L+\Delta)^2/(4L)$.

## From the crossing point to paths

Let $\gamma$ be a continuous path with $\gamma(0)=a$ and $\gamma(1)=b$. The difference $E_a(\gamma(s))-E_b(\gamma(s))$ is $-L\le0$ at the start and $L\ge0$ at the end, so it vanishes at some $s$. There the lower energy equals the higher one, which is at least $L/4$.

On the straight path the lower energy is at most $s^2L\le L/4$ for $s\le\tfrac12$, and at most $(1-s)^2L\le L/4$ for $s\ge\tfrac12$.

The two roles of the maximum are easily confused. The barrier is the minimum of $\max(E_a,E_b)$ over geometries, but the energy followed during the hop is $\min(E_a,E_b)$. The largest value of $\max(E_a,E_b)$ along the straight path is $L$, found at its ends, which is four times the barrier.

The path argument also works with an offset $|\Delta|<L$: the difference $E_a-E_b-\Delta$ runs from $-L-\Delta<0$ to $L-\Delta>0$, so every path must reach $(L+\Delta)^2/(4L)$ on the lower surface. The file below treats paths for equivalent sites only.

## What the Lean statements say

A geometry is a function `n → ℝ` on a finite index type, for instance the set of all Cartesian coordinates. `energy K a x` is $E_a(x)$, `energy K a b` is $L$, and `interp a b t` is $x_t$.

- `hopping_barrier` uses `IsLeast` of a `Set.range`: the stated value is attained by some geometry and is a lower bound for all of them. Its second part identifies the midpoint as the only minimizer.
- `path_reaches_barrier` and `linear_path_le_barrier` are the two statements about paths. Continuity is required only on $[0,1]$.
- `marcus_barrier` is the version with an offset, with energies measured from the minimum of the first surface.

The hypothesis `K.PosDef` includes symmetry and means that every distortion is opposed by a restoring force. Rigid translation of a periodic supercell is a zero mode, which would destroy uniqueness, so such modes have to be removed first. The condition `|Δ| < energy K a b` says that each relaxed geometry lies on its own surface where that surface is the lower one.

Anharmonicity, force constants that differ between the sites, electronic coupling and nuclear tunnelling are absent from the model.

## The Lean file

```lean
import Mathlib

open Matrix

namespace PolaronHopping

noncomputable section

variable {n : Type*} [Fintype n]

/-- Harmonic diabatic energy at geometry `x` of a polaron whose relaxed geometry is `a`,
with force-constant matrix `K`. -/
def energy (K : Matrix n n ℝ) (a x : n → ℝ) : ℝ :=
  (x - a) ⬝ᵥ K *ᵥ (x - a) / 2

/-- The geometry at fraction `t` of the linear interpolation from `a` to `b`. -/
def interp (a b : n → ℝ) (t : ℝ) : n → ℝ := (1 - t) • a + t • b

/-- Along the linear interpolation the two diabatic energies are `t²` and `(1 - t)²` times
the reorganization energy `energy K a b`. -/
theorem energy_interp (K : Matrix n n ℝ) (a b : n → ℝ) (t : ℝ) :
    energy K a (interp a b t) = t ^ 2 * energy K a b ∧
      energy K b (interp a b t) = (1 - t) ^ 2 * energy K a b := by
  constructor <;>
  · simp only [energy, interp, mulVec_sub, mulVec_add, mulVec_smul, sub_dotProduct,
      add_dotProduct, smul_dotProduct, dotProduct_sub, dotProduct_add, dotProduct_smul,
      smul_eq_mul]
    ring

/-- A weighted mean of the two diabatic energies is a harmonic energy centred at the
interpolated geometry, plus a constant. -/
theorem weighted_energy (K : Matrix n n ℝ) (a b x : n → ℝ) (t : ℝ) :
    (1 - t) * energy K a x + t * energy K b x =
      energy K (interp a b t) x + t * (1 - t) * energy K a b := by
  simp only [energy, interp, mulVec_sub, mulVec_add, mulVec_smul, sub_dotProduct,
    add_dotProduct, smul_dotProduct, dotProduct_sub, dotProduct_add, dotProduct_smul,
    smul_eq_mul]
  ring

/-- For positive definite force constants, the energy is nonnegative and vanishes only at
the relaxed geometry. -/
theorem energy_nonneg_and_eq_zero_iff {K : Matrix n n ℝ} (hK : K.PosDef) (a x : n → ℝ) :
    0 ≤ energy K a x ∧ (energy K a x = 0 ↔ x = a) := by
  by_cases h : x = a
  · subst h
    simp [energy]
  · have hp : 0 < (x - a) ⬝ᵥ K *ᵥ (x - a) := by
      simpa only [star_trivial] using hK.dotProduct_mulVec_pos (sub_ne_zero.mpr h)
    have he : 0 < energy K a x := by
      unfold energy
      linarith
    exact ⟨he.le, fun h0 => absurd h0 he.ne', fun h0 => absurd h0 h⟩

/-- Let `K` be positive definite, `0 ≤ t ≤ 1`, and let the second surface be shifted by
`2 t - 1` times the reorganization energy. The larger of the two energies is at least `t²`
times the reorganization energy, with equality only at fraction `t` of the interpolation. -/
theorem max_energy_bound {K : Matrix n n ℝ} (hK : K.PosDef) (a b : n → ℝ) {t : ℝ}
    (h0 : 0 ≤ t) (h1 : t ≤ 1) (x : n → ℝ) :
    t ^ 2 * energy K a b ≤
        max (energy K a x) (energy K b x + (2 * t - 1) * energy K a b) ∧
      (max (energy K a x) (energy K b x + (2 * t - 1) * energy K a b) =
        t ^ 2 * energy K a b ↔ x = interp a b t) := by
  have hw := weighted_energy K a b x t
  obtain ⟨hn, hz⟩ := energy_nonneg_and_eq_zero_iff hK (interp a b t) x
  -- the maximum dominates the weighted mean
  have havg : energy K (interp a b t) x + t ^ 2 * energy K a b ≤
      max (energy K a x) (energy K b x + (2 * t - 1) * energy K a b) := by
    have hA := mul_le_mul_of_nonneg_left
      (le_max_left (energy K a x) (energy K b x + (2 * t - 1) * energy K a b))
      (sub_nonneg.mpr h1)
    have hB := mul_le_mul_of_nonneg_left
      (le_max_right (energy K a x) (energy K b x + (2 * t - 1) * energy K a b)) h0
    linarith
  refine ⟨by linarith, fun h => hz.mp (by linarith), fun h => ?_⟩
  -- at the interpolated geometry the two surfaces cross
  rw [h, (energy_interp K a b t).1, (energy_interp K a b t).2]
  have he : (1 - t) ^ 2 * energy K a b + (2 * t - 1) * energy K a b =
      t ^ 2 * energy K a b := by ring
  rw [he, max_self]

/-- For positive definite `K`, the minimum over all geometries of the larger diabatic energy
is `(a - b)·K(a - b)/8`, and it is attained only at the midpoint of `a` and `b`. -/
theorem hopping_barrier {K : Matrix n n ℝ} (hK : K.PosDef) (a b : n → ℝ) :
    IsLeast (Set.range fun x => max (energy K a x) (energy K b x))
        ((a - b) ⬝ᵥ K *ᵥ (a - b) / 8) ∧
      ∀ x, max (energy K a x) (energy K b x) = (a - b) ⬝ᵥ K *ᵥ (a - b) / 8 ↔
        x = (1 / 2 : ℝ) • (a + b) := by
  have h := fun x => max_energy_bound hK a b (t := 1 / 2) (by norm_num) (by norm_num) x
  have e : ∀ x, energy K b x + (2 * (1 / 2 : ℝ) - 1) * energy K a b = energy K b x := by
    intro x
    ring
  have hv : (1 / 2 : ℝ) ^ 2 * energy K a b = (a - b) ⬝ᵥ K *ᵥ (a - b) / 8 := by
    simp only [energy, mulVec_sub, sub_dotProduct, dotProduct_sub]
    ring
  have hm : interp a b (1 / 2) = (1 / 2 : ℝ) • (a + b) := by
    unfold interp
    module
  simp only [e, hv, hm] at h
  refine ⟨⟨⟨_, (h _).2.2 rfl⟩, ?_⟩, fun x => (h x).2⟩
  rintro _ ⟨x, rfl⟩
  exact (h x).1

/-- For positive definite `K`, every continuous path from `a` to `b` somewhere reaches at
least `(a - b)·K(a - b)/8` on the lower diabatic surface. -/
theorem path_reaches_barrier {K : Matrix n n ℝ} (hK : K.PosDef) (a b : n → ℝ)
    (γ : ℝ → n → ℝ) (hγ : ContinuousOn γ (Set.Icc 0 1)) (ha : γ 0 = a) (hb : γ 1 = b) :
    ∃ s ∈ Set.Icc (0 : ℝ) 1, (a - b) ⬝ᵥ K *ᵥ (a - b) / 8 ≤
      min (energy K a (γ s)) (energy K b (γ s)) := by
  have hc : ∀ c : n → ℝ, Continuous (energy K c) := by
    intro c
    unfold energy
    simp only [dotProduct, mulVec, Pi.sub_apply]
    fun_prop
  have hf : ContinuousOn (fun s => energy K a (γ s) - energy K b (γ s)) (Set.Icc 0 1) :=
    ((hc a).comp_continuousOn hγ).sub ((hc b).comp_continuousOn hγ)
  have hs0 : energy K a (γ 0) - energy K b (γ 0) ≤ 0 := by
    rw [ha, (energy_nonneg_and_eq_zero_iff hK a a).2.mpr rfl]
    linarith [(energy_nonneg_and_eq_zero_iff hK b a).1]
  have hs1 : 0 ≤ energy K a (γ 1) - energy K b (γ 1) := by
    rw [hb, (energy_nonneg_and_eq_zero_iff hK b b).2.mpr rfl]
    linarith [(energy_nonneg_and_eq_zero_iff hK a b).1]
  -- the path must meet the crossing seam of the two surfaces
  obtain ⟨s, hs, hfs⟩ := intermediate_value_Icc zero_le_one hf ⟨hs0, hs1⟩
  have heq : energy K a (γ s) = energy K b (γ s) := sub_eq_zero.mp hfs
  have hbar : (a - b) ⬝ᵥ K *ᵥ (a - b) / 8 ≤
      max (energy K a (γ s)) (energy K b (γ s)) :=
    (hopping_barrier hK a b).1.2 ⟨γ s, rfl⟩
  rw [heq, max_self] at hbar
  refine ⟨s, hs, ?_⟩
  rw [heq, min_self]
  exact hbar

/-- For positive definite `K`, the linear interpolation from `a` to `b` never exceeds
`(a - b)·K(a - b)/8` on the lower diabatic surface. -/
theorem linear_path_le_barrier {K : Matrix n n ℝ} (hK : K.PosDef) (a b : n → ℝ) {s : ℝ}
    (hs : s ∈ Set.Icc (0 : ℝ) 1) :
    min (energy K a (interp a b s)) (energy K b (interp a b s)) ≤
      (a - b) ⬝ᵥ K *ᵥ (a - b) / 8 := by
  have hv : (a - b) ⬝ᵥ K *ᵥ (a - b) / 8 = (1 / 4 : ℝ) * energy K a b := by
    simp only [energy, mulVec_sub, sub_dotProduct, dotProduct_sub]
    ring
  have hL := (energy_nonneg_and_eq_zero_iff hK a b).1
  rw [hv, (energy_interp K a b s).1, (energy_interp K a b s).2]
  obtain ⟨h0, h1⟩ := hs
  rcases le_total s (1 / 2) with h | h
  · exact (min_le_left _ _).trans (mul_le_mul_of_nonneg_right (by nlinarith) hL)
  · exact (min_le_right _ _).trans (mul_le_mul_of_nonneg_right (by nlinarith) hL)

/-- Marcus barrier: for positive definite `K` and an offset `Δ` added to the second surface, smaller
in magnitude than the reorganization energy `L = energy K a b`, the minimum of the larger energy is
`(L + Δ)²/(4L)`, attained only at fraction `(L + Δ)/(2L)` of the interpolation. -/
theorem marcus_barrier {K : Matrix n n ℝ} (hK : K.PosDef) (a b : n → ℝ) {Δ : ℝ}
    (hΔ : |Δ| < energy K a b) :
    IsLeast (Set.range fun x => max (energy K a x) (energy K b x + Δ))
        ((energy K a b + Δ) ^ 2 / (4 * energy K a b)) ∧
      ∀ x, max (energy K a x) (energy K b x + Δ) =
          (energy K a b + Δ) ^ 2 / (4 * energy K a b) ↔
        x = interp a b ((energy K a b + Δ) / (2 * energy K a b)) := by
  have hL : 0 < energy K a b := (abs_nonneg Δ).trans_lt hΔ
  obtain ⟨hl, hr⟩ := abs_lt.mp hΔ
  obtain ⟨t, ht⟩ : ∃ t, t = (energy K a b + Δ) / (2 * energy K a b) := ⟨_, rfl⟩
  have hmul : t * (2 * energy K a b) = energy K a b + Δ := by
    rw [ht]
    exact div_mul_cancel₀ _ (by positivity)
  have h0 : 0 ≤ t := by
    rw [ht]
    exact div_nonneg (by linarith) (by linarith)
  have h1 : t ≤ 1 := by
    rw [ht, div_le_one (by linarith)]
    linarith
  -- translate the offset and the barrier height into the fraction `t`
  have e1 : (2 * t - 1) * energy K a b = Δ := by linear_combination hmul
  have e2 : t ^ 2 * energy K a b = (energy K a b + Δ) ^ 2 / (4 * energy K a b) := by
    rw [eq_div_iff (by positivity)]
    linear_combination (t * (2 * energy K a b) + energy K a b + Δ) * hmul
  have h := fun x => max_energy_bound hK a b h0 h1 x
  simp only [e1, e2] at h
  rw [← ht]
  refine ⟨⟨⟨_, (h _).2.2 rfl⟩, ?_⟩, fun x => (h x).2⟩
  rintro _ ⟨x, rfl⟩
  exact (h x).1

end

end PolaronHopping
```

```lean
#print axioms PolaronHopping.path_reaches_barrier
-- 'PolaronHopping.path_reaches_barrier' depends on axioms: [propext, Classical.choice, Quot.sound]
#print axioms PolaronHopping.linear_path_le_barrier
-- 'PolaronHopping.linear_path_le_barrier' depends on axioms: [propext, Classical.choice, Quot.sound]
#print axioms PolaronHopping.marcus_barrier
-- 'PolaronHopping.marcus_barrier' depends on axioms: [propext, Classical.choice, Quot.sound]
```

## How the lemmas fit together

`energy_interp` and `weighted_energy` are the two identities of the derivation. In both, `simp only` expands the products by linearity and `ring` compares the results. `energy_nonneg_and_eq_zero_iff` extracts from positive definiteness that $E_a(x)\ge0$, with equality only at $x=a$.

`max_energy_bound` is the central inequality. The two uses of `mul_le_mul_of_nonneg_left` multiply "each energy is at most the maximum" by $1-t$ and $t$, and `linarith` adds them and inserts the weighted identity to obtain `havg`. Equality then makes the energy centred at $x_t$ vanish, which fixes $x$. The converse evaluates both surfaces at $x_t$.

`hopping_barrier` sets $t=\tfrac12$ and rewrites the offset, the height and the geometry. `marcus_barrier` does the same for general $t$: `e1` turns the shift into $\Delta$, and `e2` turns $t^2L$ into the Marcus form.

In `path_reaches_barrier`, `intermediate_value_Icc` supplies the crossing, and `hopping_barrier` bounds the energy there. `linear_path_le_barrier` splits at $s=\tfrac12$ and bounds the minimum by the surface that is low on that half.
